# On a finite nonempty graph with a > 0, a Ginzburg–Landau condensate exists exactly when the lowest magnetic eigenvalue is below a

Let $\psi$ assign a complex number $\psi_x$ to each site $x$ of a finite nonempty simple graph, let the complex link factors between neighbours satisfy $U_{yx}=\overline{U_{xy}}$, and define the magnetic Laplacian by $(L\psi)_x=\sum_{y\sim x}(\psi_x-U_{xy}\psi_y)$. For real $a>0$, the equation $(L\psi)_x=a(1-|\psi_x|^2)\psi_x$ has a nonzero solution if and only if the lowest eigenvalue $E$ of $L$ is below $a$.

```lean
import Mathlib

open scoped InnerProductSpace ComplexConjugate

namespace LatticeGinzburgLandau

noncomputable section

/-- Complex order-parameter fields on a finite set of sites. -/
abbrev Psi (V : Type*) := EuclideanSpace ℂ V

variable {V : Type*} [Fintype V]

/-- The magnetic graph Laplacian: the sum of `ψ x - U x y * ψ y` over the neighbours `y` of `x`. -/
def magLaplacian (G : SimpleGraph V) [DecidableRel G.Adj] (U : V → V → ℂ) :
    Psi V →ₗ[ℂ] Psi V where
  toFun ψ := WithLp.toLp 2 fun x => ∑ y, if G.Adj x y then ψ x - U x y * ψ y else 0
  map_add' ψ φ := by
    ext x
    simp only [PiLp.add_apply, ← Finset.sum_add_distrib]
    refine Finset.sum_congr rfl fun y _ => ?_
    split_ifs <;> ring
  map_smul' c ψ := by
    ext x
    simp only [PiLp.smul_apply, smul_eq_mul, RingHom.id_apply, Finset.mul_sum]
    refine Finset.sum_congr rfl fun y _ => ?_
    split_ifs <;> ring

/-- The Ginzburg-Landau free energy whose gradient term is the real part of `⟪ψ, T ψ⟫_ℂ`. -/
def freeEnergy (T : Psi V →ₗ[ℂ] Psi V) (a : ℝ) (ψ : Psi V) : ℝ :=
  (⟪ψ, T ψ⟫_ℂ).re + a * ∑ x, ((‖ψ x‖ ^ 2) ^ 2 / 2 - ‖ψ x‖ ^ 2)

/-- The lattice Ginzburg-Landau equation `T ψ = a (1 - |ψ|²) ψ`. -/
def GLEquation (T : Psi V →ₗ[ℂ] Psi V) (a : ℝ) (ψ : Psi V) : Prop :=
  ∀ x, T ψ x = ((a * (1 - ‖ψ x‖ ^ 2) : ℝ) : ℂ) * ψ x

/-- The infimum of the real eigenvalues of `T`. -/
def lowestEigenvalue (T : Psi V →ₗ[ℂ] Psi V) : ℝ :=
  sInf {μ : ℝ | Module.End.HasEigenvalue T (μ : ℂ)}

/-- If reversing a link conjugates its factor, the magnetic Laplacian is symmetric. -/
theorem magLaplacian_symm (G : SimpleGraph V) [DecidableRel G.Adj] (U : V → V → ℂ)
    (hU : ∀ x y, G.Adj x y → U y x = conj (U x y)) : (magLaplacian G U).IsSymmetric := by
  intro φ ψ
  have hL : ∀ (χ : Psi V) x, magLaplacian G U χ x =
      ∑ y, if G.Adj x y then χ x - U x y * χ y else 0 := fun _ _ => rfl
  obtain ⟨h, hh⟩ : ∃ h : V → V → ℂ, ∀ x y, h x y =
      if G.Adj x y then ψ x * conj (U x y * φ y) else 0 := ⟨_, fun _ _ => rfl⟩
  -- the two sides differ by hopping terms with the link reversed
  have key : ⟪magLaplacian G U φ, ψ⟫_ℂ + ∑ x, ∑ y, h x y =
      ⟪φ, magLaplacian G U ψ⟫_ℂ + ∑ x, ∑ y, h y x := by
    simp only [PiLp.inner_apply, RCLike.inner_apply, hL, map_sum, Finset.mul_sum,
      Finset.sum_mul, ← Finset.sum_add_distrib, hh]
    refine Finset.sum_congr rfl fun x _ => Finset.sum_congr rfl fun y _ => ?_
    by_cases hA : G.Adj x y
    · simp only [if_pos hA, if_pos hA.symm, hU x y hA, map_sub, map_mul, Complex.conj_conj]
      ring
    · have hA' : ¬ G.Adj y x := fun k => hA k.symm
      simp only [if_neg hA, if_neg hA', map_zero, mul_zero, zero_mul]
  exact add_right_cancel (key.trans (congrArg _ Finset.sum_comm))

/-- For symmetric `T` on a nonempty set of sites, the lowest eigenvalue is attained, and its product
with `‖ψ‖ ^ 2` is at most the real part of `⟪ψ, T ψ⟫_ℂ` for every `ψ`. -/
theorem rayleigh [Nonempty V] {T : Psi V →ₗ[ℂ] Psi V} (hT : T.IsSymmetric) :
    Module.End.HasEigenvalue T (lowestEigenvalue T : ℂ) ∧
      ∀ ψ, lowestEigenvalue T * ‖ψ‖ ^ 2 ≤ (⟪ψ, T ψ⟫_ℂ).re := by
  have hn : Module.finrank ℂ (Psi V) = Fintype.card V := finrank_euclideanSpace
  have : Nonempty (Fin (Fintype.card V)) := ⟨⟨0, Fintype.card_pos⟩⟩
  have hN : ∀ ψ : Psi V, (⟪ψ, ψ⟫_ℂ).re = ‖ψ‖ ^ 2 := fun ψ => inner_self_eq_norm_sq (𝕜 := ℂ) ψ
  obtain ⟨i, hi⟩ := Finite.exists_min (hT.eigenvalues hn)
  -- expand the field in eigenmodes
  have hb : ∀ ψ, hT.eigenvalues hn i * ‖ψ‖ ^ 2 ≤ (⟪ψ, T ψ⟫_ℂ).re := by
    intro ψ
    rw [← hN, ← (hT.eigenvectorBasis hn).sum_inner_mul_inner ψ ψ,
      ← (hT.eigenvectorBasis hn).sum_inner_mul_inner ψ (T ψ), Complex.re_sum, Complex.re_sum,
      Finset.mul_sum]
    refine Finset.sum_le_sum fun j _ => ?_
    have h1 : ⟪hT.eigenvectorBasis hn j, T ψ⟫_ℂ =
        (hT.eigenvalues hn j : ℂ) * ⟪hT.eigenvectorBasis hn j, ψ⟫_ℂ := by
      rw [← hT (hT.eigenvectorBasis hn j) ψ, hT.apply_eigenvectorBasis, inner_smul_left]
      exact congrArg (· * _) (Complex.conj_ofReal _)
    rw [h1, ← inner_conj_symm ψ (hT.eigenvectorBasis hn j)]
    generalize ⟪hT.eigenvectorBasis hn j, ψ⟫_ℂ = z
    have h2 := mul_le_mul_of_nonneg_right (hi j) (Complex.normSq_nonneg z)
    simp only [Complex.normSq_apply, Complex.mul_re, Complex.mul_im, Complex.conj_re,
      Complex.conj_im, Complex.ofReal_re, Complex.ofReal_im] at h2 ⊢
    linear_combination h2
  have hl : IsLeast {μ : ℝ | Module.End.HasEigenvalue T (μ : ℂ)} (hT.eigenvalues hn i) := by
    refine ⟨hT.hasEigenvalue_eigenvalues hn i, fun μ hμ => ?_⟩
    obtain ⟨v, hv⟩ := Module.End.HasEigenvalue.exists_hasEigenvector hμ
    have h := hb v
    rw [hv.apply_eq_smul, inner_smul_right, Complex.re_ofReal_mul, hN] at h
    exact le_of_mul_le_mul_right h (pow_pos (norm_pos_iff.mpr hv.2) 2)
  rw [lowestEigenvalue, hl.csInf_eq]
  exact ⟨hl.1, hb⟩

/-- For symmetric `T`, a global minimiser of the free energy solves the Ginzburg-Landau equation. -/
theorem euler_lagrange {T : Psi V →ₗ[ℂ] Psi V} (hT : T.IsSymmetric) {a : ℝ} {ψ : Psi V}
    (hmin : ∀ φ, freeEnergy T a ψ ≤ freeEnergy T a φ) : GLEquation T a ψ := by
  -- vary the field along the residual `r` of the equation
  obtain ⟨g, hg⟩ : ∃ g : V → ℂ, ∀ x, T ψ x = g x + ((a * (1 - ‖ψ x‖ ^ 2) : ℝ) : ℂ) * ψ x :=
    ⟨fun x => T ψ x - ((a * (1 - ‖ψ x‖ ^ 2) : ℝ) : ℂ) * ψ x, fun x => by ring⟩
  obtain ⟨r, hr⟩ : ∃ r : Psi V, ∀ x, T ψ x = r x + ((a * (1 - ‖ψ x‖ ^ 2) : ℝ) : ℂ) * ψ x :=
    ⟨WithLp.toLp 2 g, hg⟩
  have hs : (⟪ψ, T r⟫_ℂ).re = (⟪r, T ψ⟫_ℂ).re := by
    rw [← hT ψ r, ← inner_conj_symm, Complex.conj_re]
  have hq : ∀ t : ℝ, (⟪ψ + (t : ℂ) • r, T (ψ + (t : ℂ) • r)⟫_ℂ).re =
      (⟪ψ, T ψ⟫_ℂ).re + t * (2 * (⟪r, T ψ⟫_ℂ).re) + t ^ 2 * (⟪r, T r⟫_ℂ).re := by
    intro t
    simp only [map_add, map_smul, inner_add_left, inner_add_right, inner_smul_left,
      inner_smul_right, Complex.conj_ofReal, Complex.add_re, Complex.re_ofReal_mul, hs]
    ring
  have hn : ∀ (t : ℝ) x, ‖(ψ + (t : ℂ) • r) x‖ ^ 2 =
      ‖ψ x‖ ^ 2 + t * (2 * (conj (r x) * ψ x).re) + t ^ 2 * ‖r x‖ ^ 2 := by
    intro t x
    simp only [PiLp.add_apply, PiLp.smul_apply, smul_eq_mul, ← Complex.normSq_eq_norm_sq,
      Complex.normSq_apply, Complex.mul_re, Complex.mul_im, Complex.add_re, Complex.add_im,
      Complex.conj_re, Complex.conj_im, Complex.ofReal_re, Complex.ofReal_im]
    ring
  have hp : ∀ A B C : ℝ, HasDerivAt (fun t : ℝ => A + t * B + t ^ 2 * C) B 0 := fun A B C =>
    (((hasDerivAt_const (0 : ℝ) A).fun_add ((hasDerivAt_id' (0 : ℝ)).mul_const B)).fun_add
      (((hasDerivAt_id' (0 : ℝ)).fun_pow 2).mul_const C)).congr_deriv (by simp)
  have hv := HasDerivAt.fun_sum (u := Finset.univ) fun (x : V) _ =>
    have h := hp (‖ψ x‖ ^ 2) (2 * (conj (r x) * ψ x).re) (‖r x‖ ^ 2)
    ((h.fun_pow 2).div_const 2).fun_sub h
  have hF := ((hp (⟪ψ, T ψ⟫_ℂ).re (2 * (⟪r, T ψ⟫_ℂ).re) (⟪r, T r⟫_ℂ).re).fun_add
    (hv.const_mul a)).congr_of_eventuallyEq
    (f₁ := fun t : ℝ => freeEnergy T a (ψ + (t : ℂ) • r))
    (Filter.Eventually.of_forall fun t => by simp only [freeEnergy, hq, hn])
  have hloc : IsLocalMin (fun t : ℝ => freeEnergy T a (ψ + (t : ℂ) • r)) 0 :=
    Filter.Eventually.of_forall fun t => by
      simpa only [Complex.ofReal_zero, zero_smul, add_zero] using hmin (ψ + (t : ℂ) • r)
  -- the slope is twice the squared norm of the residual
  have h0 : 2 * ‖r‖ ^ 2 = 0 := by
    rw [← hloc.hasDerivAt_eq_zero hF, EuclideanSpace.norm_sq_eq]
    simp only [PiLp.inner_apply, RCLike.inner_apply, Complex.re_sum, hr, Finset.mul_sum,
      ← Finset.sum_add_distrib]
    refine Finset.sum_congr rfl fun x _ => ?_
    norm_num only [← Complex.normSq_eq_norm_sq, Complex.normSq_apply, Complex.mul_re,
      Complex.mul_im, Complex.add_re, Complex.add_im, Complex.conj_re, Complex.conj_im,
      Complex.ofReal_re, Complex.ofReal_im]
    ring
  have hr0 : r = 0 := norm_eq_zero.mp (pow_eq_zero_iff two_ne_zero |>.mp (by linarith))
  intro x
  rw [hr x, hr0, PiLp.zero_apply, zero_add]

/-- On a finite nonempty graph with links conjugated under reversal and `a > 0`, the
Ginzburg-Landau equation has a nonzero solution iff the lowest eigenvalue of the magnetic
Laplacian is below `a`. -/
theorem condensate_iff [Nonempty V] (G : SimpleGraph V) [DecidableRel G.Adj] (U : V → V → ℂ)
    (hU : ∀ x y, G.Adj x y → U y x = conj (U x y)) {a : ℝ} (ha : 0 < a) :
    (∃ ψ, ψ ≠ 0 ∧ GLEquation (magLaplacian G U) a ψ) ↔
      lowestEigenvalue (magLaplacian G U) < a := by
  have hT := magLaplacian_symm G U hU
  generalize magLaplacian G U = T at *
  obtain ⟨hE, hvar⟩ := rayleigh hT
  generalize lowestEigenvalue T = E at *
  obtain ⟨c, hc, hcs⟩ : ∃ c : ℝ, 0 < c ∧
      ∀ ψ : Psi V, (‖ψ‖ ^ 2) ^ 2 ≤ c * ∑ x, (‖ψ x‖ ^ 2) ^ 2 :=
    ⟨(Finset.univ : Finset V).card, by exact_mod_cast Finset.card_pos.mpr Finset.univ_nonempty,
      fun ψ => by rw [EuclideanSpace.norm_sq_eq]; exact sq_sum_le_card_mul_sum_sq⟩
  have hQ : ∀ ψ : Psi V, ψ ≠ 0 → 0 < ∑ x, (‖ψ x‖ ^ 2) ^ 2 := fun ψ h =>
    (mul_pos_iff_of_pos_left hc).mp
      ((pow_pos (pow_pos (norm_pos_iff.mpr h) 2) 2).trans_le (hcs ψ))
  have hF : ∀ ψ, freeEnergy T a ψ =
      (⟪ψ, T ψ⟫_ℂ).re + a * ((∑ x, (‖ψ x‖ ^ 2) ^ 2) / 2 - ‖ψ‖ ^ 2) := fun ψ => by
    rw [freeEnergy, Finset.sum_sub_distrib, ← Finset.sum_div, EuclideanSpace.norm_sq_eq]
  constructor
  · -- pair the equation with its solution
    rintro ⟨ψ, hψ, h⟩
    have hq : (⟪ψ, T ψ⟫_ℂ).re = a * (‖ψ‖ ^ 2 - ∑ x, (‖ψ x‖ ^ 2) ^ 2) := by
      rw [EuclideanSpace.norm_sq_eq, ← Finset.sum_sub_distrib, Finset.mul_sum]
      simp only [PiLp.inner_apply, RCLike.inner_apply, Complex.re_sum, h _]
      refine Finset.sum_congr rfl fun x _ => ?_
      simp only [← Complex.normSq_eq_norm_sq, Complex.normSq_apply, Complex.mul_re,
        Complex.mul_im, Complex.conj_re, Complex.conj_im, Complex.ofReal_re, Complex.ofReal_im]
      ring
    have h1 := hvar ψ
    have h2 := mul_pos ha (hQ ψ hψ)
    exact lt_of_mul_lt_mul_right (by linarith) (sq_nonneg ‖ψ‖)
  · intro hlt
    have hz : freeEnergy T a 0 = 0 := by simp [freeEnergy]
    have hcont : Continuous (freeEnergy T a) := by
      have hTc : Continuous T := T.continuous_of_finiteDimensional
      unfold freeEnergy
      fun_prop
    obtain ⟨R, hR0, hR⟩ : ∃ R : ℝ, 0 ≤ R ∧ 2 * c * (a - E) = a * R :=
      ⟨2 * c * (a - E) / a, div_nonneg (mul_nonneg (by positivity) (by linarith)) ha.le,
        by field_simp⟩
    -- the quartic term wins for large fields, so a global minimiser exists
    obtain ⟨ψ, hm⟩ := hcont.exists_forall_le' 0 (by
      filter_upwards [tendsto_norm_cocompact_atTop.eventually_ge_atTop (R + 1)] with χ hχ
      have hN : R ≤ ‖χ‖ ^ 2 := by nlinarith [sq_nonneg (‖χ‖ - 1)]
      have k1 := mul_le_mul_of_nonneg_left (hcs χ) ha.le
      have k2 := mul_nonneg (mul_nonneg ha.le (sq_nonneg ‖χ‖)) (sub_nonneg.mpr hN)
      have k3 : 2 * (a - E) * ‖χ‖ ^ 2 ≤ a * ∑ x, (‖χ x‖ ^ 2) ^ 2 :=
        le_of_mul_le_mul_left (by linear_combination k1 + k2 + ‖χ‖ ^ 2 * hR) hc
      rw [hz, hF]
      linarith [hvar χ])
    refine ⟨ψ, ?_, euler_lagrange hT hm⟩
    -- a suitable multiple of the lowest mode has negative energy
    rintro rfl
    obtain ⟨φ, hφ⟩ := hE.exists_hasEigenvector
    have hd : 0 < (a - E) * ‖φ‖ ^ 2 :=
      mul_pos (by linarith) (pow_pos (norm_pos_iff.mpr hφ.2) 2)
    have haQ := mul_pos ha (hQ φ hφ.2)
    obtain ⟨s, hs⟩ : ∃ s : ℝ, s ^ 2 = (a - E) * ‖φ‖ ^ 2 / (a * ∑ x, (‖φ x‖ ^ 2) ^ 2) :=
      ⟨√_, Real.sq_sqrt (div_pos hd haQ).le⟩
    have hs0 : 0 < s ^ 2 := hs ▸ div_pos hd haQ
    have hs2 := (eq_div_iff haQ.ne').mp hs
    have hq : (⟪(s : ℂ) • φ, T ((s : ℂ) • φ)⟫_ℂ).re = s ^ 2 * (E * ‖φ‖ ^ 2) := by
      have hN : (⟪φ, φ⟫_ℂ).re = ‖φ‖ ^ 2 := inner_self_eq_norm_sq (𝕜 := ℂ) φ
      simp only [map_smul, hφ.apply_eq_smul, inner_smul_left, inner_smul_right,
        Complex.conj_ofReal, Complex.re_ofReal_mul, hN]
      ring
    have h2 := hm ((s : ℂ) • φ)
    rw [hz, hF, hq] at h2
    simp only [PiLp.smul_apply, smul_eq_mul, norm_smul, norm_mul, Complex.norm_real,
      Real.norm_eq_abs, mul_pow, sq_abs, ← Finset.mul_sum] at h2
    have h3 := mul_pos hs0 hd
    have h4 : s ^ 2 * (s ^ 2 * (a * ∑ x, (‖φ x‖ ^ 2) ^ 2)) = s ^ 2 * ((a - E) * ‖φ‖ ^ 2) := by
      rw [hs2]
    linarith

end

end LatticeGinzburgLandau
```

```lean
#print axioms LatticeGinzburgLandau.condensate_iff
```

```
'LatticeGinzburgLandau.condensate_iff' depends on axioms: [propext, Classical.choice, Quot.sound]
```

## A superconductor in a prescribed field

In the code, `Psi V` is the space of order parameters, with inner product conjugate-linear in the first slot, and `magLaplacian G U` is $L$. The hypothesis `hU` says that traversing a link backwards conjugates its factor. For a magnetic field, $U_{xy}$ is the phase $e^{i\theta_{xy}}$ given by the vector potential along the link; the theorem does not need unit modulus.

`GLEquation` is the equation at every site, and `lowestEigenvalue` is the infimum of the real eigenvalues, which `rayleigh` shows to be attained. The theorem `condensate_iff` combines them.

The field is scaled so that $|\psi_x|=1$ is the uniform zero-field condensate. On a square or simple cubic lattice with nearest-neighbour links, spacing $h$ and coherence length $\xi$, $a=h^2/\xi^2$, and $a>0$ means being below the zero-field transition temperature. The links are fixed, so screening currents do not alter the magnetic field. With unit phases, $L$ is also the Hamiltonian of one particle on the graph with hopping amplitudes $-U_{xy}$ and an on-site energy equal to the number of neighbours, so in this finite mean-field model its ground-state energy decides whether a condensate exists. The theorem says nothing about uniqueness or vortex positions.

Positivity of $a$ can't be weakened to $a\ge0$: on a single site $L=0$ and $E=0$, so at $a=0$ every $\psi$ is a solution although $E<a$ is false.

## A solution forces E below a

Write $N=\|\psi\|^2=\sum_x|\psi_x|^2$ and $Q=\sum_x|\psi_x|^4$.

The operator $L$ is symmetric: the diagonal terms agree, and the hopping terms agree after exchanging $x$ and $y$ and using $U_{yx}=\overline{U_{xy}}$. This is `magLaplacian_symm`, where `Finset.sum_comm` makes the exchange. Expanding in orthonormal eigenvectors $e_j$ with eigenvalues $\lambda_j$ then gives `rayleigh`:
$$\langle\psi,L\psi\rangle=\sum_j\lambda_j|\langle e_j,\psi\rangle|^2\ge E N .$$

If $\psi\neq0$ solves the equation, multiply it by $\overline{\psi_x}$ and sum over $x$:
$$EN\le\langle\psi,L\psi\rangle=a(N-Q)<aN .$$
Dividing by $N>0$ gives $E<a$. In the code, `hq` is the middle equality and `hvar` the first inequality.

## If E is below a, the energy minimiser is nonzero

Now let $E<a$. The free energy is
$$F(\psi)=\langle\psi,L\psi\rangle+a\left(\tfrac12Q-N\right).$$
With $c$ sites, Cauchy–Schwarz gives $N^2\le cQ$ (`hcs`), hence
$$F(\psi)\ge(E-a)N+\frac{a}{2c}N^2 .$$
This is nonnegative once $N\ge R=2c(a-E)/a$. Since $F$ is continuous and $F(0)=0$, a global minimiser exists, obtained in Lean from `exists_forall_le'`.

It is not zero. For a lowest eigenvector $\varphi$, with $N_\varphi$ and $Q_\varphi$ defined as above, and real $s$,
$$F(s\varphi)=-s^2(a-E)N_\varphi+\tfrac a2s^4Q_\varphi .$$
Choosing $s^2=(a-E)N_\varphi/(aQ_\varphi)$ gives $F(s\varphi)=-\tfrac12s^2(a-E)N_\varphi<0$.

Finally, `euler_lagrange` shows that a minimiser $\psi$ solves the equation. Let $r_x=(L\psi)_x-a(1-|\psi_x|^2)\psi_x$ be the residual. By symmetry of $L$,
$$\frac{d}{dt}F(\psi+tr)\Big|_{t=0}=2\,\mathrm{Re}\langle r,L\psi\rangle-2a\sum_x(1-|\psi_x|^2)\,\mathrm{Re}(\overline{r_x}\psi_x)=2\|r\|^2 .$$
The slope vanishes at a minimum, so $r=0$. The lemmas `hq` and `hn` there expand the energy in $t$, and `h0` records the vanishing slope.

## Half a flux quantum through a triangle

In a calculation, one diagonalises $L$, compares $E$ with $a$, and can start the nonlinear minimisation from $s\varphi$. On a triangle with every link equal to $-1$, the eigenvalues are $1,1,4$, so the threshold is $a=1$. Take $\varphi=(1,\omega,\omega^2)/\sqrt3$ with $\omega=e^{2\pi i/3}$. At $a=2$ the formula gives $s^2=3/2$, so $|\psi_x|^2=1/2$ on every site and $F=-3/4$. This starting field already solves the equation, since $1=2(1-\tfrac12)$; this relies on $|\varphi_x|$ having a single nonzero value. If $|\varphi_x|$ takes different nonzero values, no nonzero multiple of $\varphi$ is a solution, and the starting field must be relaxed. A starting field that solves the equation need not be the minimiser: the lowest eigenvector $(1,-1,0)/\sqrt2$ gives $s^2=1$ and a solution with $F=-1/2$, and gradient descent started exactly there does not move.
